# For 0 < x ≤ m + 1, downward recursion of regular Riccati-Bessel log-derivatives to order m does not amplify the error of a nonnegative start

## Can a rough guess at high order spoil the lower orders?

If each step of a recurrence enlarges the error it receives, a poor starting value can ruin everything computed after it. I meet this worry when I need logarithmic derivatives D_l = ψ_l′/ψ_l of the regular Riccati-Bessel functions, for instance to match a radial wavefunction to free waves. Going upward in l at small x, errors grow quickly. Going downward, I start at some high order from a value that is little more than a guess, and apply

D_{l−1} = l/x − 1/(D_l + l/x).

I am told that this is harmless as long as x does not exceed the orders l at which the step is applied: nonnegative values stay nonnegative, and each step multiplies an error by at most (x/l)². I would like to see this derived in full, with a machine-checked proof that also covers many steps in a row.

## Each step multiplies the error by at most (x/l)²

The claim is correct for nonnegative values, and the derivation needs only the two ladder relations between neighbouring orders. With x = kr the dimensionless radius (wavenumber k times radius r) and x > 0, they are

ψ_{l−1}′ = (l/x) ψ_{l−1} − ψ_l,

ψ_l′ = ψ_{l−1} − (l/x) ψ_l.

Suppose that neither function vanishes at x. Dividing the second relation by ψ_l gives

D_l + l/x = ψ_{l−1}/ψ_l.

Dividing the first by ψ_{l−1} gives

D_{l−1} = l/x − ψ_l/ψ_{l−1} = l/x − 1/(D_l + l/x).

Write a = l/x and T_l(D) = a − 1/(D + a), so that D_{l−1} = T_l(D_l).

**Sign.** If 0 < x ≤ l, then a ≥ 1. For D ≥ 0 we have D + a ≥ 1, hence 1/(D + a) ≤ 1 ≤ a, and T_l(D) ≥ 0.

**Error.** For D, E ≥ 0 the constant a cancels in the difference:

T_l(D) − T_l(E) = 1/(E + a) − 1/(D + a) = (D − E)/((D + a)(E + a)).

Both factors in the denominator are at least a, so

|T_l(D) − T_l(E)| ≤ |D − E|/a² = (x/l)² |D − E|.

This estimate uses x > 0 and l > 0, but not x ≤ l. The latter condition makes the factor at most 1 and keeps the values nonnegative for the next step.

**Sharpness.** The derivative is T_l′(D) = 1/(D + a)², which equals (x/l)² at D = 0. A smaller constant would therefore fail for D close to 0 and E = 0. This is sharpness over all nonnegative pairs. For x well below l the exact D_l of the regular function is close to (l + 1)/x, and the actual factor 1/((D + a)(E + a)) with D = D_l is then at most about half of (x/l)².

**Many steps.** Descending from order m + n to order m applies T_l for l = m + n, …, m + 1. If x ≤ m + 1, then x ≤ l at every step, so both estimates apply throughout. With k now a running index, the total factor is at most

∏_{k=0}^{n−1} (x/(m + k + 1))² ≤ (x/(m + 1))^{2n}.

The product is often much smaller than the power. For x = 1, m = 0 and n = 5 it is 1/120² ≈ 7 × 10⁻⁵, while the power is 1.

Here is the complete Lean file.

```lean
import Mathlib

open Finset

namespace DownwardLogDerivative

noncomputable section

/-- One downward step `T_l(D) = l/x - 1/(D + l/x)` of the log-derivative recurrence. -/
def step (x : ℝ) (l : ℕ) (D : ℝ) : ℝ := l / x - 1 / (D + l / x)

/-- Downward recursion from order `m + n` to order `m`, started with the value `D`. -/
def descend (x : ℝ) (m : ℕ) : ℕ → ℝ → ℝ
  | 0, D => D
  | n + 1, D => descend x m n (step x (m + n + 1) D)

/-- The logarithmic derivative `f'(x) / f(x)` of a radial function. -/
def logD (f : ℝ → ℝ) (x : ℝ) : ℝ := deriv f x / f x

/-- The Riccati-Bessel ladder relations on `x > 0` between `f` of order `l - 1`
and `g` of order `l`. -/
def Ladder (f g : ℝ → ℝ) (l : ℕ) : Prop :=
  ∀ x : ℝ, 0 < x → HasDerivAt f (l / x * f x - g x) x ∧
    HasDerivAt g (f x - l / x * g x) x

/-- The regular Riccati-Bessel function of order one on `x > 0`, `sin x / x - cos x`. -/
def riccatiOne (x : ℝ) : ℝ := Real.sin x / x - Real.cos x

/-- The ladder relations imply the downward recurrence for logarithmic derivatives at every `x > 0`
where neither function vanishes. -/
theorem logD_recurrence {f g : ℝ → ℝ} {l : ℕ} {x : ℝ} (h : Ladder f g l)
    (hx : 0 < x) (hf : f x ≠ 0) (hg : g x ≠ 0) :
    logD f x = step x l (logD g x) := by
  obtain ⟨hf', hg'⟩ := h x hx
  unfold logD step
  rw [hf'.deriv, hg'.deriv]
  -- the shifted log-derivative is the ratio of neighbouring functions
  have key : (f x - l / x * g x) / g x + l / x = f x / g x := by
    rw [sub_div, mul_div_assoc, div_self hg]
    ring
  rw [key, one_div_div, sub_div, mul_div_assoc, div_self hf, mul_one]

/-- For `0 < x ≤ l` a downward step maps nonnegative log-derivatives to nonnegative ones. -/
theorem step_nonneg {x D : ℝ} {l : ℕ} (hx : 0 < x) (hl : x ≤ l) (hD : 0 ≤ D) :
    0 ≤ step x l D := by
  have ha : 1 ≤ (l : ℝ) / x := (one_le_div hx).2 hl
  have hb : 1 / (D + l / x) ≤ 1 := by
    rw [div_le_one (by linarith)]
    linarith
  unfold step
  linarith

/-- For `x > 0` and `l > 0`, a downward step multiplies the distance of two nonnegative
log-derivatives by at most `(x/l)^2`. -/
theorem step_contraction {x D E : ℝ} {l : ℕ} (hx : 0 < x) (hl : 0 < l)
    (hD : 0 ≤ D) (hE : 0 ≤ E) :
    |step x l D - step x l E| ≤ (x / l) ^ 2 * |D - E| := by
  have hl' : (0 : ℝ) < l := by exact_mod_cast hl
  have ha : 0 < (l : ℝ) / x := div_pos hl' hx
  have h1 : 0 < D + l / x := by linarith
  have h2 : 0 < E + l / x := by linarith
  -- exact propagation of the difference
  have key : step x l D - step x l E = (D - E) / ((D + l / x) * (E + l / x)) := by
    unfold step
    generalize (l : ℝ) / x = a at h1 h2 ⊢
    have h1' := h1.ne'
    have h2' := h2.ne'
    field_simp
    ring
  have hr : (x / l) ^ 2 * |D - E| = |D - E| / ((l / x) * (l / x)) := by
    field_simp
  rw [key, abs_div, abs_of_pos (mul_pos h1 h2), hr]
  apply div_le_div_of_nonneg_left (abs_nonneg _) (mul_pos ha ha)
  exact mul_le_mul (by linarith) (by linarith) ha.le h1.le

/-- The derivative of the downward step at `D = 0` equals `(x/l)^2`. -/
theorem step_hasDerivAt_zero {x : ℝ} {l : ℕ} (hx : 0 < x) (hl : 0 < l) :
    HasDerivAt (step x l) ((x / l) ^ 2) 0 := by
  have hl' : (0 : ℝ) < l := by exact_mod_cast hl
  have hne : (0 : ℝ) + l / x ≠ 0 := by
    rw [zero_add]
    exact (div_pos hl' hx).ne'
  have h := (((hasDerivAt_id' (0 : ℝ)).add_const ((l : ℝ) / x)).fun_inv hne).const_sub
    ((l : ℝ) / x)
  have hs : step x l = fun D => (l : ℝ) / x - (D + l / x)⁻¹ := by
    funext D
    simp only [step, one_div]
  rw [hs]
  refine h.congr_deriv ?_
  rw [zero_add]
  field_simp

/-- Over `n` downward steps ending at order `m`, with `0 < x ≤ m + 1`, the distance of two
nonnegative starting values is multiplied by at most the product of the factors `(x/l)^2`. -/
theorem descend_error {x : ℝ} {m : ℕ} (hx : 0 < x) (hm : x ≤ m + 1) (n : ℕ)
    {D E : ℝ} (hD : 0 ≤ D) (hE : 0 ≤ E) :
    |descend x m n D - descend x m n E| ≤
      (∏ k ∈ range n, (x / ((m + k + 1 : ℕ) : ℝ)) ^ 2) * |D - E| := by
  induction n generalizing D E with
  | zero => simp [descend]
  | succ n ih =>
    have hl : x ≤ ((m + n + 1 : ℕ) : ℝ) := by
      have hn : (0 : ℝ) ≤ n := n.cast_nonneg
      push_cast
      linarith
    calc |descend x m (n + 1) D - descend x m (n + 1) E|
        ≤ (∏ k ∈ range n, (x / ((m + k + 1 : ℕ) : ℝ)) ^ 2) *
            |step x (m + n + 1) D - step x (m + n + 1) E| :=
          ih (step_nonneg hx hl hD) (step_nonneg hx hl hE)
      _ ≤ (∏ k ∈ range n, (x / ((m + k + 1 : ℕ) : ℝ)) ^ 2) *
            ((x / ((m + n + 1 : ℕ) : ℝ)) ^ 2 * |D - E|) :=
          mul_le_mul_of_nonneg_left (step_contraction hx (Nat.succ_pos _) hD hE)
            (prod_nonneg fun _ _ => sq_nonneg _)
      _ = _ := by
          rw [prod_range_succ]
          ring

/-- Downward recursion started from exact data of a ladder family returns the exact log-derivative
at order `m`, if `x > 0` and no member from order `m` to order `m + n` vanishes at `x`. -/
theorem descend_exact {ψ : ℕ → ℝ → ℝ} {x : ℝ} {m : ℕ} (hx : 0 < x) (n : ℕ)
    (hψ : ∀ k < n, Ladder (ψ (m + k)) (ψ (m + k + 1)) (m + k + 1))
    (h0 : ∀ k ≤ n, ψ (m + k) x ≠ 0) :
    descend x m n (logD (ψ (m + n)) x) = logD (ψ m) x := by
  induction n with
  | zero => rfl
  | succ n ih =>
    have hs := logD_recurrence (hψ n (Nat.lt_succ_self n)) hx
      (h0 n (Nat.le_succ n)) (h0 (n + 1) le_rfl)
    change descend x m n (step x (m + n + 1) (logD (ψ (m + n + 1)) x)) = _
    rw [← hs]
    exact ih (fun k hk => hψ k (by omega)) (fun k hk => h0 k (by omega))

/-- Let `0 < x ≤ m + 1`, and let `ψ` obey the ladder relations from order `m` to order `m + n`, with
no zero at `x` and a nonnegative log-derivative at order `m + n`. Recursion from a nonnegative guess
`E` at order `m + n` then gives the log-derivative at order `m` with error at most `(x/(m+1))^(2n)`
times the starting error. -/
theorem downward_recursion_stable {ψ : ℕ → ℝ → ℝ} {x E : ℝ} {m : ℕ}
    (hx : 0 < x) (hm : x ≤ m + 1) (n : ℕ)
    (hψ : ∀ k < n, Ladder (ψ (m + k)) (ψ (m + k + 1)) (m + k + 1))
    (h0 : ∀ k ≤ n, ψ (m + k) x ≠ 0)
    (hD : 0 ≤ logD (ψ (m + n)) x) (hE : 0 ≤ E) :
    |descend x m n E - logD (ψ m) x| ≤
      (x / (m + 1)) ^ (2 * n) * |E - logD (ψ (m + n)) x| := by
  rw [← descend_exact hx n hψ h0]
  refine (descend_error hx hm n hE hD).trans
    (mul_le_mul_of_nonneg_right ?_ (abs_nonneg _))
  -- the factor of the last step is the largest one
  calc (∏ k ∈ range n, (x / ((m + k + 1 : ℕ) : ℝ)) ^ 2)
      ≤ ∏ _k ∈ range n, (x / ((m : ℝ) + 1)) ^ 2 := by
        refine prod_le_prod (fun _ _ => sq_nonneg _) (fun k _ => ?_)
        have hk : (m : ℝ) + 1 ≤ ((m + k + 1 : ℕ) : ℝ) := by
          have : (0 : ℝ) ≤ k := k.cast_nonneg
          push_cast
          linarith
        have hp : (0 : ℝ) < (m : ℝ) + 1 := by positivity
        exact pow_le_pow_left₀ (div_nonneg hx.le (hp.le.trans hk))
          (div_le_div_of_nonneg_left hx.le hp hk) 2
    _ = (x / (m + 1)) ^ (2 * n) := by
        rw [prod_const, card_range, pow_mul]

/-- The functions `sin x` and `sin x / x - cos x` obey the ladder relations of order one; at
`x = 1` both are positive and the second has a nonnegative log-derivative. -/
theorem ladder_witness :
    Ladder Real.sin riccatiOne 1 ∧ 0 < Real.sin 1 ∧ 0 < riccatiOne 1 ∧
      0 ≤ logD riccatiOne 1 := by
  have hL : Ladder Real.sin riccatiOne 1 := by
    intro x hx
    have hx' := hx.ne'
    constructor
    · refine (Real.hasDerivAt_sin x).congr_deriv ?_
      simp only [riccatiOne, Nat.cast_one]
      ring
    · refine (((Real.hasDerivAt_sin x).fun_div (hasDerivAt_id' x) hx').fun_sub
        (Real.hasDerivAt_cos x)).congr_deriv ?_
      simp only [riccatiOne, Nat.cast_one]
      field_simp
      ring
  have hc : 0 < Real.cos 1 := Real.cos_one_pos
  -- positivity at order one is the inequality `1 < tan 1`
  have ht : 1 < Real.tan 1 := Real.lt_tan one_pos (by linarith [Real.pi_gt_three])
  rw [Real.tan_eq_sin_div_cos, lt_div_iff₀ hc, one_mul] at ht
  have hr : 0 < riccatiOne 1 := by
    simp only [riccatiOne, div_one]
    linarith
  refine ⟨hL, hc.trans ht, hr, ?_⟩
  unfold logD
  rw [(hL 1 one_pos).2.deriv]
  refine div_nonneg ?_ hr.le
  simp only [riccatiOne, Nat.cast_one, div_one, one_mul]
  linarith

end

end DownwardLogDerivative
```

```lean
#print axioms DownwardLogDerivative.step_hasDerivAt_zero
-- 'DownwardLogDerivative.step_hasDerivAt_zero' depends on axioms: [propext, Classical.choice, Quot.sound]
#print axioms DownwardLogDerivative.downward_recursion_stable
-- 'DownwardLogDerivative.downward_recursion_stable' depends on axioms: [propext, Classical.choice, Quot.sound]
```

## How the Lean statements describe the radial functions

`step x l D` is T_l(D). The order `l` is a natural number, converted to a real number in the quotient `l / x`. `descend x m n D` starts with the value `D` at order m + n and takes n steps down to order m; with n = 0 it returns `D` unchanged.

`logD f x` is f′(x)/f(x), with the derivative taken with respect to the dimensionless x. A logarithmic derivative with respect to r carries an extra factor k.

`Ladder f g l` states the two ladder relations for all x > 0, with `f` of order l − 1 and `g` of order l. These are the relations obeyed in the convention ψ_l(x) = x j_l(x), where j_l is the spherical Bessel function, so that ψ_0 = sin x and ψ_1 = sin x/x − cos x. The second of these is `riccatiOne`.

The final stability statement, `downward_recursion_stable`, concerns a family `ψ` of functions, a point with 0 < x ≤ m + 1, and a guess E ≥ 0 at order m + n. It concludes that

|descended guess − D_m| ≤ (x/(m + 1))^{2n} |E − D_{m+n}|.

Its remaining hypotheses carry the physics:

- `hψ` says that neighbouring orders from m to m + n obey the ladder relations. These are assumed for the family; the file does not construct ψ_l for every l.
- `h0` says that none of these functions has a node at x, so that all the logarithmic derivatives are defined.
- `hD` says that the exact logarithmic derivative at the top order is nonnegative. Physically, the magnitude of the function is not decreasing there, as one expects of the regular solution inside the centrifugal barrier. The file assumes this condition and checks it only for order one at x = 1.

The last condition does real work, because the ladder relations alone do not select the regular solution. The irregular pair cos x and cos x/x + sin x satisfies them too, but its order-one member decreases near the origin.

The arithmetic is that of exact real numbers. Rounding errors made during the recursion are not modelled, and neither are complex arguments, which occur for absorbing media.

## From the ladder relations to the n-step bound

`logD_recurrence` follows the derivation of the recurrence. It replaces both derivatives by the right-hand sides of the ladder relations. The intermediate fact `key` is the identity D_l + l/x = ψ_{l−1}/ψ_l, and the last rewrite inverts this ratio and divides the first relation by ψ_{l−1}.

`step_nonneg` proves the two inequalities a ≥ 1 and 1/(D + a) ≤ 1, and `linarith` combines them.

In `step_contraction`, `key` is the exact formula for the difference of two steps. The proof replaces l/x by a single letter `a`, then clears denominators with `field_simp` and finishes with `ring`. After taking absolute values, it compares the denominator (D + a)(E + a) with a².

`step_hasDerivAt_zero` differentiates the step by the rule for the reciprocal and evaluates the result at D = 0.

`descend_error` is an induction on the number of steps. The first step down from order m + n + 1 changes both values, so the induction hypothesis must hold for arbitrary nonnegative starting values; this is the purpose of `generalizing D E`. `step_nonneg` shows that the new values are admissible, and `step_contraction` supplies the additional factor of the product.

`descend_exact` shows that exact data at order m + n descend to exact data at order m. It is again an induction, with `logD_recurrence` used once per step.

`downward_recursion_stable` joins the two. It writes D_m as the descended value of D_{m+n}, so that the error at order m becomes the difference of two recursions with different starting values. `descend_error` bounds this difference by the product, and `prod_le_prod` replaces every factor by the largest one, (x/(m + 1))².

`ladder_witness` checks the assumptions on a concrete pair, sin x and sin x/x − cos x, at x = 1. Both functions are positive there, the second because tan 1 > 1. The logarithmic derivative of the second is cos 1/(sin 1 − cos 1), which is positive. This is the case m = 0, n = 1 of the stability theorem.

## What fails for negative values or for x > l

Take x = 1 and l = 1, so that T_1(D) = 1 − 1/(D + 1) and the claimed factor is 1. With the negative value D = −1/2 and E = 0,

T_1(−1/2) = −1, T_1(0) = 0.

The distance has grown from 1/2 to 1, so the contraction estimate fails without nonnegativity.

Now take x = 2 and l = 1, which violates x ≤ l. Then

T_1(0) = 1/2 − 2 = −3/2, T_1(1/2) = 1/2 − 1 = −1/2.

Nonnegative inputs give negative outputs, and the distance has again doubled from 1/2 to 1. The estimate with factor (x/l)² = 4 still holds, but it now permits growth.

## The recursion as a loop

In a program the recursion is a short loop:

D ← E

for l = m + n, m + n − 1, …, m + 1: D ← l/x − 1/(D + l/x)

With x = 1, m = 0, n = 3 and the crude start E = 0, the successive values are

0 → 8/3 → 25/14 → 25/39 ≈ 0.6410.

The exact value is D_0(1) = cot 1 ≈ 0.6421. Three steps from a guess of zero therefore already give an error of about 0.001. When x is well below the starting order, as here, a better nonnegative start is E = (m + n + 1)/x, which follows from the small-x behaviour ψ_l ∝ x^{l+1}.

When several orders are needed, the loop stores D as it passes them, and the bound applies to each stored order m that satisfies x ≤ m + 1. For x = 10 this covers the descent to order 9, but not the orders below it.

In a partial-wave calculation with a real wavenumber and a potential of finite range, these values enter the matching of the interior solution to free waves, and for the orders m with x ≤ m + 1 the theorem limits how much of the starting error reaches them in exact arithmetic.
